# The gain in the reciprocal squared DIIS error from one more error vector

A self-consistent-field calculation accelerated by DIIS keeps the error vectors of several past iterations. It looks for the linear combination of them, with coefficients summing to one, that has the smallest norm. After the next iteration there is one more error vector to mix in. The least error cannot rise, since the new coefficient may be zero, but by how much does it fall?

If the enlarged matrix of overlaps is positive definite, which for overlaps means that the error vectors are linearly independent, the answer is a closed formula. The reciprocal of the least squared error grows by a non-negative amount that is computable from the old matrix and the new overlaps.

## Error vectors and their overlaps

Let the old error vectors be $e_i$, with $i$ running over a finite set $n$ of labels. Their real components are labelled by a finite set $m$.

In Lean 4 with Mathlib:

```lean
import Mathlib

open Matrix

namespace DIISGain

noncomputable section

variable {m n : Type*} [Fintype m] [Fintype n] [DecidableEq n]
```

The DIIS matrix $B$ holds the overlaps $B_{ij} = e_i\cdot e_j$.

```lean
/-- The DIIS matrix of a family of real error vectors: its entries are their overlaps. -/
def errorGram {k : Type*} (e : k → m → ℝ) : Matrix k k ℝ :=
  Matrix.of fun i j => e i ⬝ᵥ e j
```

A new error vector $f$ brings a column of overlaps $u_i = e_i\cdot f$ and a squared norm $d = f\cdot f$. The enlarged matrix is

$$B' = \begin{pmatrix} B & u\\ u^T & d\end{pmatrix}.$$

```lean
/-- The DIIS matrix `B` bordered by the overlaps `u` of a new error vector with the old ones
and by its squared norm `d`. -/
def grow (B : Matrix n n ℝ) (u : n → ℝ) (d : ℝ) : Matrix (n ⊕ Unit) (n ⊕ Unit) ℝ :=
  Matrix.fromBlocks B (Matrix.of fun i _ => u i) (Matrix.of fun _ j => u j)
    (Matrix.of fun _ _ => d)
```

The labels of `grow B u d` form the type `n ⊕ Unit`: the old labels together with a single new one. The definition accepts any real $B$, $u$ and $d$, so the algebra below also holds for matrices that are not overlaps.

Three quantities govern the result. The first is the Schur complement

$$\delta = d - u^T B^{-1} u .$$

For overlaps it is the squared norm of the part of $f$ orthogonal to all old errors, so $\delta = 0$ means that $f$ is a linear combination of them.

```lean
/-- The Schur complement `d - uᵀ B⁻¹ u` of `B` in the bordered matrix, for invertible `B`. -/
def gap (B : Matrix n n ℝ) (u : n → ℝ) (d : ℝ) : ℝ := d - u ⬝ᵥ B⁻¹ *ᵥ u
```

The second is the sum of all entries of the inverse, $\sigma(B) = \mathbf 1^T B^{-1}\mathbf 1$, where $\mathbf 1$ is the vector of ones.

```lean
/-- The sum `1ᵀ B⁻¹ 1` of all entries of the inverse DIIS matrix, for invertible `B`. -/
def inverseSum {k : Type*} [Fintype k] [DecidableEq k] (B : Matrix k k ℝ) : ℝ :=
  1 ⬝ᵥ B⁻¹ *ᵥ 1
```

The third is the set of values open to the minimisation,

$$\{\,c^T B c \;:\; \mathbf 1^T c = 1\,\}.$$

The least squared DIIS error is the least element of this set.

```lean
/-- The values `cᵀ B c` reached by mixing coefficients `c` that sum to one. -/
def mixedErrors {k : Type*} [Fintype k] (B : Matrix k k ℝ) : Set ℝ :=
  {r | ∃ c : k → ℝ, 1 ⬝ᵥ c = 1 ∧ c ⬝ᵥ B *ᵥ c = r}
```

Calling $c^TBc$ a squared error is justified by expanding the norm of the mixed vector:

$$\Big|\sum_i c_i e_i\Big|^2 = \sum_{i,j} c_i c_j\, e_i\cdot e_j = c^T B c .$$

```lean
omit [DecidableEq n] in
/-- The quadratic form of the DIIS matrix is the squared norm of the mixed error vector. -/
theorem errorGram_quadratic (e : n → m → ℝ) (c : n → ℝ) :
    c ⬝ᵥ errorGram e *ᵥ c = (∑ i, c i • e i) ⬝ᵥ (∑ i, c i • e i) := by
  simp only [sum_dotProduct, dotProduct_sum, smul_dotProduct, dotProduct_smul, smul_eq_mul]
  change ∑ i, c i * ∑ j, (e i ⬝ᵥ e j) * c j = _
  simp only [Finset.mul_sum]
  refine Finset.sum_congr rfl fun i _ => Finset.sum_congr rfl fun j _ => ?_
  linear_combination (c i * c j) * dotProduct_comm (e i) (e j)
```

Likewise, the overlap matrix of the old errors together with $f$ has the blocks $e_i\cdot e_j$, $e_i\cdot f$, $f\cdot e_j$ and $f\cdot f$. This is $B'$ with the $u$ and $d$ given above. Only the lower left block needs an argument, namely $f\cdot e_j = e_j\cdot f$.

```lean
omit [Fintype n] [DecidableEq n] in
/-- Appending an error vector `f` borders the DIIS matrix with the overlaps of `f` with the
old errors and with its squared norm. -/
theorem errorGram_append (e : n → m → ℝ) (f : m → ℝ) :
    errorGram (Sum.elim e (fun _ : Unit => f)) =
      grow (errorGram e) (fun i => e i ⬝ᵥ f) (f ⬝ᵥ f) := by
  ext (i | i) (j | j)
  · rfl
  · rfl
  · exact dotProduct_comm f (e j)
  · rfl
```

## Eliminating the old block

Write a vector on the enlarged label set as $(x,t)$, with old coefficients $x$ and new coefficient $t$. Block multiplication gives

$$B'\begin{pmatrix}x\\ t\end{pmatrix} = \begin{pmatrix}Bx + t\,u\\ u^Tx + d\,t\end{pmatrix}.$$

```lean
omit [DecidableEq n] in
/-- Action of the bordered DIIS matrix on old coefficients `x` and a new coefficient `t`. -/
theorem grow_mulVec (B : Matrix n n ℝ) (u x : n → ℝ) (d t : ℝ) :
    grow B u d *ᵥ Sum.elim x (fun _ => t) =
      Sum.elim (B *ᵥ x + t • u) (fun _ => u ⬝ᵥ x + d * t) := by
  ext (i | i)
  · simp [grow, Matrix.mulVec, dotProduct, Fintype.sum_sum_type, mul_comm]
  · simp [grow, Matrix.mulVec, dotProduct, Fintype.sum_sum_type]
```

If $B$ is invertible, subtract $u^TB^{-1}$ times the upper block row from the last row of $B'$. The last row becomes

$$(u^T,\; d) - u^TB^{-1}(B,\; u) = (0,\; \delta),$$

and the determinant is unchanged. Hence $\det B' = \delta\,\det B$.

```lean
/-- For invertible `B`, bordering multiplies the determinant by the Schur complement. -/
theorem det_grow {B : Matrix n n ℝ} (hB : B.det ≠ 0) (u : n → ℝ) (d : ℝ) :
    (grow B u d).det = B.det * gap B u d := by
  let := B.invertibleOfIsUnitDet hB.isUnit
  rw [grow, Matrix.det_fromBlocks₁₁, Matrix.invOf_eq_nonsing_inv, Matrix.mul_assoc]
  -- the remaining factor is the determinant of a one-by-one matrix
  congr 1
  rw [Matrix.det_unique]
  simp only [gap, Matrix.sub_apply, Matrix.mul_apply, Matrix.of_apply, dotProduct,
    Matrix.mulVec]
```

The proof turns on Mathlib's `Matrix.det_fromBlocks₁₁`, which performs this elimination for general blocks: the determinant is that of the upper left block times that of its Schur complement. The lemma wants the inverse of the upper left block as an `Invertible` instance, whereas the hypothesis here is only `B.det ≠ 0`. The first line of the proof builds the instance from the determinant, and `Matrix.invOf_eq_nonsing_inv` translates its inverse into the ordinary `B⁻¹`. What remains is the determinant of a one-by-one matrix, whose entry is $\delta$. The lemma `det_grow` serves twice below: it gives the invertibility of $B'$, and later the sign of $\delta$.

## The sum of the inverse's entries

Let $B$ be symmetric and invertible, with $\delta\neq 0$. Then $\det B' = \delta\det B \neq 0$, so $B'$ is invertible, and $\sigma(B')$ is the sum of the components of the solution of $B'(x,t) = \mathbf 1$. The upper rows give

$$x = B^{-1}\mathbf 1 - t\,B^{-1}u .$$

Put $a = \mathbf 1^TB^{-1}u$. By symmetry $u^TB^{-1}\mathbf 1 = a$ as well, and the last row becomes

$$a - t\,u^TB^{-1}u + d\,t = 1, \qquad\text{so}\qquad t\,\delta = 1 - a .$$

Summing the components,

$$\sigma(B') = \mathbf 1^Tx + t = \sigma(B) - t\,a + t = \sigma(B) + t(1-a) = \sigma(B) + \frac{(1-a)^2}{\delta}.$$

```lean
/-- For symmetric invertible `B` and nonzero Schur complement, the bordered DIIS matrix is
invertible, and the sum of the entries of the inverse changes by `(1 - 1ᵀ B⁻¹ u)² / gap`. -/
theorem inverseSum_grow {B : Matrix n n ℝ} (hs : B.IsSymm) (hB : B.det ≠ 0)
    {u : n → ℝ} {d : ℝ} (hδ : gap B u d ≠ 0) :
    (grow B u d).det ≠ 0 ∧
      inverseSum (grow B u d) =
        inverseSum B + (1 - 1 ⬝ᵥ B⁻¹ *ᵥ u) ^ 2 / gap B u d := by
  have hdet : (grow B u d).det ≠ 0 := by
    rw [det_grow hB]
    exact mul_ne_zero hB hδ
  refine ⟨hdet, ?_⟩
  have key : ∀ v : n → ℝ, B *ᵥ (B⁻¹ *ᵥ v) = v := fun v => by
    rw [Matrix.mulVec_mulVec, Matrix.mul_nonsing_inv _ hB.isUnit, Matrix.one_mulVec]
  have hxy : u ⬝ᵥ B⁻¹ *ᵥ 1 = 1 ⬝ᵥ B⁻¹ *ᵥ u := by
    rw [Matrix.dotProduct_mulVec, ← Matrix.mulVec_transpose, Matrix.transpose_nonsing_inv,
      hs.eq, dotProduct_comm]
  -- the component of the solution along the new error vector
  obtain ⟨t, ht⟩ : ∃ t : ℝ, t * gap B u d = 1 - 1 ⬝ᵥ B⁻¹ *ᵥ u :=
    ⟨_, div_mul_cancel₀ _ hδ⟩
  -- block elimination solves the bordered system
  have hsol : grow B u d *ᵥ
      Sum.elim (B⁻¹ *ᵥ 1 - t • (B⁻¹ *ᵥ u)) (fun _ => t) = 1 := by
    rw [grow_mulVec, Matrix.mulVec_sub, Matrix.mulVec_smul, key, key, sub_add_cancel,
      dotProduct_sub, dotProduct_smul, hxy]
    ext (i | i)
    · rfl
    · simp only [Sum.elim_inr, Pi.one_apply, smul_eq_mul]
      rw [gap] at ht
      linear_combination ht
  have hinv : (grow B u d)⁻¹ *ᵥ 1 =
      Sum.elim (B⁻¹ *ᵥ 1 - t • (B⁻¹ *ᵥ u)) (fun _ => t) := by
    rw [← hsol, Matrix.mulVec_mulVec, Matrix.nonsing_inv_mul _ hdet.isUnit,
      Matrix.one_mulVec]
  have hsum : ∀ a : n → ℝ, 1 ⬝ᵥ Sum.elim a (fun _ : Unit => t) = 1 ⬝ᵥ a + t := fun a => by
    simp [dotProduct, Fintype.sum_sum_type]
  have hq : (1 - 1 ⬝ᵥ B⁻¹ *ᵥ u) ^ 2 / gap B u d = t * (1 - 1 ⬝ᵥ B⁻¹ *ᵥ u) := by
    rw [div_eq_iff hδ]
    linear_combination (-(1 - 1 ⬝ᵥ B⁻¹ *ᵥ u)) * ht
  rw [hq]
  unfold inverseSum
  rw [hinv, hsum, dotProduct_sub, dotProduct_smul, smul_eq_mul]
  ring
```

The theorem `inverseSum_grow` states invertibility as a nonzero determinant, alongside the formula. In its proof, `hxy` is the use of symmetry and `ht` is the equation for $t$. The step `hsol` checks that the proposed vector solves the bordered system, and `hinv` applies the inverse to both sides. The full block inverse is never written down.

Without symmetry the formula can fail. Take

$$B = \begin{pmatrix}1&1\\0&1\end{pmatrix},\qquad u = \begin{pmatrix}0\\1\end{pmatrix},\qquad d = 2 .$$

Here $B^{-1}u = (-1,1)^T$, so $a = 0$ and $\delta = 1$, while $\sigma(B) = 1$. The formula would give $\sigma(B') = 2$. But $B'z = \mathbf 1$ has the solution $z = (0,1,0)^T$, so in fact $\sigma(B') = 1$. The two numbers $\mathbf 1^TB^{-1}u = 0$ and $u^TB^{-1}\mathbf 1 = 1$ differ, and the square in the formula relies on their being equal.

## From the inverse to the least error

Now let $B$ be positive definite, with at least one old error vector. Set $x = B^{-1}\mathbf 1$, so that $Bx = \mathbf 1$ and $\sigma(B) = \mathbf 1^Tx$. Since $\mathbf 1\neq 0$, also $x\neq 0$, and therefore $\sigma(B) = x^TBx > 0$. Let $s = 1/\sigma(B)$.

For any $c$ with $\mathbf 1^Tc = 1$ we have $x^TBc = (Bx)^Tc = 1$. Completing the square gives

$$0 \le (c - s x)^TB(c - s x) = c^TBc - 2s + s^2\sigma(B) = c^TBc - s .$$

So no admissible value lies below $s$. The coefficients $c = s x$ sum to one and reach it, which makes the least squared error $1/\sigma(B)$.

```lean
/-- For a positive definite DIIS matrix of at least one error vector, `1ᵀ B⁻¹ 1` is positive
and its reciprocal is the least squared error under the constraint that coefficients sum to one. -/
theorem isLeast_mixedErrors [Nonempty n] {B : Matrix n n ℝ} (hB : B.PosDef) :
    0 < inverseSum B ∧ IsLeast (mixedErrors B) (1 / inverseSum B) := by
  obtain ⟨x, hx, hwx⟩ : ∃ x : n → ℝ, B *ᵥ x = 1 ∧ inverseSum B = 1 ⬝ᵥ x :=
    ⟨B⁻¹ *ᵥ 1, by
      rw [Matrix.mulVec_mulVec, Matrix.mul_nonsing_inv _ hB.det_pos.ne'.isUnit,
        Matrix.one_mulVec], rfl⟩
  have hx0 : x ≠ 0 := by
    rintro rfl
    rw [Matrix.mulVec_zero] at hx
    exact zero_ne_one (congrFun hx (Classical.arbitrary n))
  have hw : 0 < 1 ⬝ᵥ x := by
    have hp := hB.dotProduct_mulVec_pos hx0
    rwa [star_trivial, hx, dotProduct_comm] at hp
  have hT : Bᵀ = B := by
    simpa [Matrix.conjTranspose_eq_transpose_of_trivial] using hB.isHermitian.eq
  rw [hwx]
  refine ⟨hw, ?_⟩
  have hsw : 1 / (1 ⬝ᵥ x) * (1 ⬝ᵥ x) = 1 := one_div_mul_cancel hw.ne'
  generalize 1 / (1 ⬝ᵥ x) = s at hsw ⊢
  constructor
  · refine ⟨s • x, ?_, ?_⟩
    · rw [dotProduct_smul, smul_eq_mul, hsw]
    · rw [Matrix.mulVec_smul, hx, smul_dotProduct, dotProduct_smul, dotProduct_comm x 1,
        smul_eq_mul, smul_eq_mul, hsw, mul_one]
  · rintro r ⟨c, hc, rfl⟩
    have hxc : x ⬝ᵥ B *ᵥ c = 1 := by
      rw [Matrix.dotProduct_mulVec, ← Matrix.mulVec_transpose, hT, hx, hc]
    -- complete the square around the optimal coefficients
    have hq : (c - s • x) ⬝ᵥ B *ᵥ (c - s • x) = c ⬝ᵥ B *ᵥ c - s := by
      rw [Matrix.mulVec_sub, Matrix.mulVec_smul, hx, sub_dotProduct, dotProduct_sub,
        dotProduct_sub, smul_dotProduct, smul_dotProduct, dotProduct_smul, dotProduct_smul,
        hxc, dotProduct_comm c 1, dotProduct_comm x 1, hc]
      simp only [smul_eq_mul]
      linear_combination s * hsw
    have hp := hB.posSemidef.dotProduct_mulVec_nonneg (c - s • x)
    rw [star_trivial, hq] at hp
    linarith
```

`IsLeast` has two parts, membership in the set and being a lower bound. The proof supplies `s • x` for the first and the completed square `hq` for the second. The assumption `[Nonempty n]` is needed because an empty list of coefficients cannot sum to one.

## Positivity passes to the old matrix

Suppose that $B'$ is positive definite. It is then symmetric, and so is its block $B$. For $x\neq 0$ the vector $(x,0)$ is nonzero, and

$$0 < (x,0)^T B' (x,0) = x^TBx ,$$

so $B$ is positive definite. Both determinants are then positive, and $\det B' = \delta\det B$ forces $\delta > 0$.

```lean
/-- If the bordered DIIS matrix is positive definite, then so is the old one, and the Schur
complement is positive. -/
theorem posDef_of_grow {B : Matrix n n ℝ} {u : n → ℝ} {d : ℝ} (h : (grow B u d).PosDef) :
    B.PosDef ∧ 0 < gap B u d := by
  have hB : B.PosDef := by
    refine Matrix.posDef_iff_dotProduct_mulVec.2 ⟨?_, ?_⟩
    · exact Matrix.IsHermitian.ext fun i j => by
        simpa [grow] using h.isHermitian.apply (Sum.inl i) (Sum.inl j)
    · intro x hx
      have hne : Sum.elim x (fun _ : Unit => (0 : ℝ)) ≠ 0 := fun h0 =>
        hx (funext fun i => congrFun h0 (Sum.inl i))
      have hp := h.dotProduct_mulVec_pos hne
      rw [star_trivial, grow_mulVec] at hp
      simpa [dotProduct, Fintype.sum_sum_type] using hp
  have hd := h.det_pos
  rw [det_grow hB.det_pos.ne'] at hd
  exact ⟨hB, (mul_pos_iff_of_pos_left hB.det_pos).1 hd⟩
```

## The gain

Let $r$ and $r'$ be the least squared errors before and after $f$ is added, with $B'$ positive definite. Then $1/r = \sigma(B)$ and $1/r' = \sigma(B')$, and the identity for $\sigma$ becomes

$$\frac1{r'} = \frac1r + \frac{(1 - \mathbf 1^TB^{-1}u)^2}{\delta}.$$

Both errors are positive, so $r' < r$ is the same as $1/r' > 1/r$. As $\delta > 0$, this holds exactly when the square is nonzero, that is, when $\mathbf 1^TB^{-1}u \neq 1$.

```lean
/-- Let the bordered DIIS matrix be positive definite, with at least one old error vector. If
`r` and `r'` are the least squared errors before and after the addition, `1 / r'` exceeds `1 / r`
by `(1 - 1ᵀ B⁻¹ u)² / gap`, and the error drops strictly exactly when `1ᵀ B⁻¹ u ≠ 1`. -/
theorem diis_error_gain [Nonempty n] {B : Matrix n n ℝ} {u : n → ℝ} {d r r' : ℝ}
    (h : (grow B u d).PosDef) (hr : IsLeast (mixedErrors B) r)
    (hr' : IsLeast (mixedErrors (grow B u d)) r') :
    1 / r' = 1 / r + (1 - 1 ⬝ᵥ B⁻¹ *ᵥ u) ^ 2 / gap B u d ∧
      (r' < r ↔ 1 ⬝ᵥ B⁻¹ *ᵥ u ≠ 1) := by
  obtain ⟨hB, hδ⟩ := posDef_of_grow h
  have hT : B.IsSymm := by
    have hH := hB.isHermitian.eq
    rwa [Matrix.conjTranspose_eq_transpose_of_trivial] at hH
  obtain ⟨hw, hl⟩ := isLeast_mixedErrors hB
  obtain ⟨hw', hl'⟩ := isLeast_mixedErrors h
  have hgain := (inverseSum_grow hT hB.det_pos.ne' hδ.ne').2
  rw [hr.unique hl, hr'.unique hl']
  refine ⟨by rw [one_div_one_div, one_div_one_div, hgain], ?_⟩
  -- a smaller error means a larger inverse sum
  rw [one_div_lt_one_div hw' hw, hgain, lt_add_iff_pos_right]
  constructor
  · intro hp h1
    rw [h1] at hp
    simp at hp
  · intro hne
    have h1 : 1 - 1 ⬝ᵥ B⁻¹ *ᵥ u ≠ 0 := sub_ne_zero.2 (Ne.symm hne)
    exact div_pos (by positivity) hδ

end

end DIISGain
```

```lean
#print axioms DIISGain.errorGram_quadratic
#print axioms DIISGain.errorGram_append
#print axioms DIISGain.diis_error_gain
```

```
'DIISGain.errorGram_quadratic' depends on axioms: [propext, Classical.choice, Quot.sound]
'DIISGain.errorGram_append' depends on axioms: [propext, Classical.choice, Quot.sound]
'DIISGain.diis_error_gain' depends on axioms: [propext, Classical.choice, Quot.sound]
```

In `diis_error_gain` the hypotheses `hr` and `hr'` only give names to the two minima; `isLeast_mixedErrors` shows that they exist and what they are, and uniqueness of a least element identifies them with $r$ and $r'$. The substantive assumption is `h`, the positive definiteness of the enlarged matrix.

The exceptional case has a geometric reading. The entries of $B^{-1}u$ are the coefficients of the orthogonal projection of $f$ onto the span of the old errors. If they sum to one, that projection is itself an admissible mixture of old errors. Every admissible mixture that contains $f$ is then an admissible mixture of old errors plus a multiple of the difference between $f$ and its projection. This difference is orthogonal to all old errors, so adding a multiple of it cannot shorten the mixture.

For electronic-structure codes, the formula gives the drop in the extrapolated DIIS error from quantities at hand before the enlarged system is solved, for real error vectors when all old ones are kept. It concerns the norm of the linear mixture, and not the error that the next self-consistent iteration will actually produce. Complex error vectors, the removal of old vectors and the rounding errors of a nearly singular $B'$ are not treated.
